# Half the Migdal jump from the Matsubara axis, for a finite particle-hole symmetric self-energy

Put a level exactly at the Fermi level and compute its zero-temperature occupation from the Green's function on the imaginary axis. With particle-hole symmetry the real part of the integrand vanishes at every positive frequency, the occupation comes out as one half, and the jump of the momentum distribution has disappeared. The limit has to be taken after the integral: as the level approaches the Fermi level, the integrand shrinks at each fixed frequency, but its area stays finite and collects near zero frequency.

Let \(e\) be the level energy measured from the Fermi level, \(w\) the Matsubara frequency, and

\[
\Sigma(z)=\sum_j \frac{b_j}{2}\left(\frac{1}{z-d_j}+\frac{1}{z+d_j}\right),\qquad G(z)=\frac{1}{z-e-\Sigma(z)},
\]

with finitely many terms, \(b_j\ge 0\) and real \(d_j\neq 0\). Each \(b_j/2\) is a squared coupling to another excitation, hence not negative. The condition on \(d_j\) keeps those excitations away from the Fermi level. At zero temperature the occupation is

\[
n(e)=\frac12+\frac1\pi\int_0^\infty \mathrm{Re}\,G(iw)\,dw ,
\]

where the one half comes from the tail \(1/(iw)\) of \(G\). Write \(D(e)=\tfrac12-n(e)\). The claim is

\[
\lim_{e\to0^+}D(e)=\frac{1}{2m(0)},\qquad m(w)=1+\sum_j\frac{b_j}{w^2+d_j^2},
\]

and \(1/m(0)\) is the weight \(Z\) of the pole of \(G\) at the Fermi level. The letter \(m\) denotes a dimensionless factor, not a mass.

## From the self-energy to a Lorentzian

Each pair of poles adds up to \(b_jz/(z^2-d_j^2)\). At \(z=iw\) this is \(-iw\,b_j/(w^2+d_j^2)\), so \(iw-\Sigma(iw)=iw\,m(w)\). Therefore

\[
\mathrm{Re}\,G(iw)=\mathrm{Re}\,\frac{1}{-e+iw\,m(w)}=-\frac{e}{e^2+w^2m(w)^2}.
\]

For \(e>0\), substitute \(w=et\):

\[
D(e)=\frac1\pi\int_0^\infty\frac{e\,dw}{e^2+w^2m(w)^2}=\frac1\pi\int_0^\infty\frac{dt}{1+\big(m(et)\,t\big)^2}.
\]

Since \(m\ge1\), the integrand never exceeds \(1/(1+t^2)\), which is integrable. Since \(m\) is continuous, \(m(et)\to m(0)\) at each \(t\). Dominated convergence then allows the limit inside the integral, and \(\int_0^\infty dt/(1+c^2t^2)=\pi/(2c)\) for \(c>0\) gives \(1/(2m(0))\).

The bounds \(1\le m(w)\le m(0)\) also give, at every \(e>0\),

\[
\frac{1}{2m(0)}\le D(e)\le\frac12 .
\]

For the pole weight, set \(e=0\). Then \(\Sigma(0)=0\) and \(\Sigma'(0)=-\sum_j b_j/d_j^2\), so \(z-\Sigma(z)\) has slope \(m(0)\) at the origin and \(zG(z)\to1/m(0)=Z\). The limit of \(D\) is thus \(Z/2\). Because \(D\) is odd in \(e\), the approach from below gives \(-Z/2\), and the full jump is \(Z\).

## One pair of poles in numbers

Take one term with \(b=3\) and \(d=1\). Then \(m(0)=4\), \(Z=1/4\), and \(D\) should tend to \(1/8\). The poles of \(G\) solve \(z^3-ez^2-4z+e=0\). As \(e\to0\) they approach \(-2,0,2\), with weights \(3/8,1/4,3/8\). For small \(e>0\) the middle pole lies near \(e/4\), above the Fermi level, and is empty. Only the lowest pole is filled, so \(n\to3/8=1/2-1/8\), as expected. For small \(e<0\) the middle pole is filled too, and \(n\to5/8\).

## The model in Lean

The pole pairs are labelled by a finite type `ι`, which may be empty. In that case \(m=1\) and \(D=1/2\) for all \(e>0\), the step of free fermions.

```lean
import Mathlib

open MeasureTheory Filter Set
open scoped Real Topology

namespace MatsubaraMigdal

noncomputable section

variable {ι : Type*} [Fintype ι]
```

The functions `b` and `d` give a real weight and position for each pair, and the frequency argument is complex.

```lean
/-- Particle-hole symmetric self-energy in Lehmann form, with poles at `± d j` of weight
`b j / 2` each; its domain is the complex plane without these poles. -/
def selfEnergy (b d : ι → ℝ) (z : ℂ) : ℂ :=
  ∑ j, ((b j : ℂ) / 2) * (1 / (z - (d j : ℂ)) + 1 / (z + (d j : ℂ)))
```

The self-energy does not depend on the level energy `e`, so varying `e` amounts to moving along a band with a momentum-independent self-energy.

```lean
/-- Green's function of a level at energy `e` from the Fermi level, for `z` off the poles of
the self-energy and with `z - e - selfEnergy b d z` nonzero. -/
def green (b d : ι → ℝ) (e : ℝ) (z : ℂ) : ℂ :=
  1 / (z - (e : ℂ) - selfEnergy b d z)
```

`massFactor` is \(m(w)\).

```lean
/-- The factor `m(w)` that multiplies the frequency on the Matsubara axis, defined where
every `w ^ 2 + d j ^ 2` is nonzero. -/
def massFactor (b d : ι → ℝ) (w : ℝ) : ℝ :=
  1 + ∑ j, b j / (w ^ 2 + d j ^ 2)
```

`deficit` is \(D(e)\), with `Ioi 0` the open half-line \(w>0\). That this integral equals one half minus the occupation is the step from the model to a physical system; it enters through the definition and is not derived from a Hamiltonian.

```lean
/-- One half minus the zero-temperature occupation of the level, as an integral of the
Green's function over the positive Matsubara axis. -/
def deficit (b d : ι → ℝ) (e : ℝ) : ℝ :=
  -(1 / π) * ∫ w in Ioi (0 : ℝ), (green b d e (Complex.I * (w : ℂ))).re
```

## The Matsubara axis rescales the frequency

The next theorem is \(iw-\Sigma(iw)=iw\,m(w)\). The denominators \(iw\mp d_j\) are nonzero because their real parts are. The step `h3` multiplies them using \(i^2=-1\), and the sum over pairs follows term by term.

```lean
/-- For nonzero pole positions, the self-energy on the Matsubara axis only rescales the
frequency: `iw - Σ(iw) = i w m(w)`. -/
theorem matsubara_rescaling (b d : ι → ℝ) (hd : ∀ j, d j ≠ 0) (w : ℝ) :
    Complex.I * (w : ℂ) - selfEnergy b d (Complex.I * (w : ℂ))
      = Complex.I * ((w * massFactor b d w : ℝ) : ℂ) := by
  have hS : selfEnergy b d (Complex.I * (w : ℂ))
      = -(Complex.I * (w : ℂ)) * ∑ j, (b j : ℂ) / ((w : ℂ) ^ 2 + (d j : ℂ) ^ 2) := by
    unfold selfEnergy
    rw [Finset.mul_sum]
    refine Finset.sum_congr rfl fun j _ => ?_
    have h1 : Complex.I * (w : ℂ) - (d j : ℂ) ≠ 0 := fun h =>
      hd j (by simpa using congrArg Complex.re h)
    have h2 : Complex.I * (w : ℂ) + (d j : ℂ) ≠ 0 := fun h =>
      hd j (by simpa using congrArg Complex.re h)
    -- the two poles combine to a real, even denominator
    have h3 : (Complex.I * (w : ℂ) - (d j : ℂ)) * (Complex.I * (w : ℂ) + (d j : ℂ))
        = -((w : ℂ) ^ 2 + (d j : ℂ) ^ 2) := by
      linear_combination (w : ℂ) ^ 2 * Complex.I_sq
    rw [div_add_div _ _ h1 h2, h3, div_neg]
    ring
  rw [hS]
  unfold massFactor
  push_cast
  ring
```

Taking the real part of the inverse gives the integrand \(e/(e^2+w^2m(w)^2)\). Here `hz` writes the denominator as \(-e+iw\,m(w)\), and `Complex.inv_re` divides its real part by its squared modulus.

```lean
/-- For nonzero pole positions, the deficit is the integral of `e / (e² + w² m(w)²)` over
positive frequencies, divided by `π`. -/
theorem deficit_eq (b d : ι → ℝ) (hd : ∀ j, d j ≠ 0) (e : ℝ) :
    deficit b d e
      = (1 / π) * ∫ w in Ioi (0 : ℝ), e / (e ^ 2 + w ^ 2 * massFactor b d w ^ 2) := by
  have h : ∀ w : ℝ, (green b d e (Complex.I * (w : ℂ))).re
      = -(e / (e ^ 2 + w ^ 2 * massFactor b d w ^ 2)) := by
    intro w
    have hz : Complex.I * (w : ℂ) - (e : ℂ) - selfEnergy b d (Complex.I * (w : ℂ))
        = ((-e : ℝ) : ℂ) + ((w * massFactor b d w : ℝ) : ℂ) * Complex.I := by
      rw [Complex.ofReal_neg]
      linear_combination matsubara_rescaling b d hd w
    have hre : (((-e : ℝ) : ℂ) + ((w * massFactor b d w : ℝ) : ℂ) * Complex.I).re = -e := by
      simp
    rw [green, hz, one_div, Complex.inv_re, Complex.normSq_add_mul_I, hre, neg_div,
      neg_sq, mul_pow]
  unfold deficit
  simp_rw [h]
  rw [integral_neg]
  ring
```

## Bounds, continuity and the Lorentzian integral

The lower bound on \(m\) holds because every term of the sum is nonnegative, the upper one because every denominator is smallest at \(w=0\).

```lean
/-- For nonnegative weights and nonzero pole positions, `m(w)` is at least one and is largest
at zero frequency. -/
theorem massFactor_bounds (b d : ι → ℝ) (hb : ∀ j, 0 ≤ b j) (hd : ∀ j, d j ≠ 0) (w : ℝ) :
    1 ≤ massFactor b d w ∧ massFactor b d w ≤ massFactor b d 0 := by
  unfold massFactor
  constructor
  · have : 0 ≤ ∑ j, b j / (w ^ 2 + d j ^ 2) :=
      Finset.sum_nonneg fun j _ => div_nonneg (hb j) (by positivity)
    linarith
  · have : ∑ j, b j / (w ^ 2 + d j ^ 2) ≤ ∑ j, b j / ((0 : ℝ) ^ 2 + d j ^ 2) := by
      refine Finset.sum_le_sum fun j _ => ?_
      have hj : 0 < d j ^ 2 := pow_pos (abs_pos.mpr (hd j)) 2 |>.trans_eq (sq_abs _)
      exact div_le_div_of_nonneg_left (hb j) (by linarith) (by nlinarith [sq_nonneg w])
    linarith
```

Continuity needs only that no denominator vanishes.

```lean
/-- For nonzero pole positions, `m(w)` is continuous in the frequency. -/
theorem massFactor_continuous (b d : ι → ℝ) (hd : ∀ j, d j ≠ 0) :
    Continuous (massFactor b d) := by
  unfold massFactor
  refine continuous_const.add (continuous_finsetSum _ fun j _ => ?_)
  refine continuous_const.div (by fun_prop) fun w => ?_
  have hj := hd j
  positivity
```

The Lorentzian integral is the arctangent integral after a change of scale.

```lean
/-- The half-line integral of a Lorentzian with positive scale `c` is `π / (2 c)`. -/
theorem integral_lorentzian {c : ℝ} (hc : 0 < c) :
    ∫ t in Ioi (0 : ℝ), (1 + (c * t) ^ 2)⁻¹ = π / (2 * c) := by
  have h := integral_comp_mul_left_Ioi (fun x : ℝ => (1 + x ^ 2)⁻¹) 0 hc
  simp only [mul_zero, smul_eq_mul, integral_Ioi_inv_one_add_sq, Real.arctan_zero,
    sub_zero] at h
  rw [h]
  field_simp
```

The substitution \(w=et\) is `integral_comp_mul_left_Ioi`, and `key` cancels the factors of \(e\).

```lean
/-- For `e > 0` and nonzero pole positions, measuring frequency in units of `e` turns the deficit
into the integral of `1 / (1 + (m(e t) t)²)` over `t > 0`, divided by `π`. -/
theorem deficit_scaled (b d : ι → ℝ) (hd : ∀ j, d j ≠ 0) {e : ℝ} (he : 0 < e) :
    deficit b d e
      = (1 / π) * ∫ t in Ioi (0 : ℝ), (1 + (massFactor b d (e * t) * t) ^ 2)⁻¹ := by
  have h := integral_comp_mul_left_Ioi
    (fun w : ℝ => e / (e ^ 2 + w ^ 2 * massFactor b d w ^ 2)) 0 he
  simp only [mul_zero, smul_eq_mul] at h
  have key : ∀ X : ℝ, X ≠ 0 → e * (e / (e ^ 2 * X)) = X⁻¹ := fun X hX => by field_simp
  rw [deficit_eq b d hd]
  congr 1
  calc ∫ w in Ioi (0 : ℝ), e / (e ^ 2 + w ^ 2 * massFactor b d w ^ 2)
      = e * ∫ t in Ioi (0 : ℝ),
          e / (e ^ 2 + (e * t) ^ 2 * massFactor b d (e * t) ^ 2) := by
        rw [h, mul_inv_cancel_left₀ he.ne']
    _ = ∫ t in Ioi (0 : ℝ), (1 + (massFactor b d (e * t) * t) ^ 2)⁻¹ := by
        rw [← integral_const_mul]
        congr 1
        funext t
        rw [← key _ (by positivity)]
        congr 2
        ring
```

## The limit at the Fermi level

The main theorem says that `deficit b d e` tends to `1 / (2 * massFactor b d 0)` as `e` tends to zero through positive values, which is the meaning of `𝓝[>] 0`. Dominated convergence asks for measurability, the bound by \(1/(1+t^2)\), integrability of that bound, and the pointwise limit. The last lines insert the Lorentzian integral and return to `deficit` through the scaled form, which is available for \(e>0\).

```lean
/-- For nonnegative weights and nonzero pole positions, the deficit tends to `1 / (2 m(0))` as the
level approaches the Fermi level from above. -/
theorem deficit_tendsto (b d : ι → ℝ) (hb : ∀ j, 0 ≤ b j) (hd : ∀ j, d j ≠ 0) :
    Tendsto (deficit b d) (𝓝[>] 0) (𝓝 (1 / (2 * massFactor b d 0))) := by
  have hm := massFactor_continuous b d hd
  have h0 : 0 < massFactor b d 0 := by linarith [(massFactor_bounds b d hb hd 0).1]
  have hlim : Tendsto
      (fun e : ℝ => ∫ t in Ioi (0 : ℝ), (1 + (massFactor b d (e * t) * t) ^ 2)⁻¹)
      (𝓝[>] 0) (𝓝 (∫ t in Ioi (0 : ℝ), (1 + (massFactor b d 0 * t) ^ 2)⁻¹)) := by
    -- the free Lorentzian dominates, since m is at least one
    refine tendsto_integral_filter_of_dominated_convergence (fun t : ℝ => (1 + t ^ 2)⁻¹)
      (Eventually.of_forall fun e => ?_)
      (Eventually.of_forall fun e => ae_of_all _ fun t => ?_)
      integrable_inv_one_add_sq.integrableOn (ae_of_all _ fun t => ?_)
    · exact (Continuous.inv₀ (by fun_prop) fun t => by positivity).aestronglyMeasurable
    · rw [Real.norm_of_nonneg (by positivity)]
      have h1 := (massFactor_bounds b d hb hd (e * t)).1
      refine inv_anti₀ (by positivity) ?_
      rw [mul_pow]
      nlinarith [sq_nonneg t, one_le_pow₀ h1 (n := 2)]
    · have hc : Continuous fun e : ℝ => (1 + (massFactor b d (e * t) * t) ^ 2)⁻¹ :=
        Continuous.inv₀ (by fun_prop) fun e => by positivity
      have ht := hc.tendsto 0
      simp only [zero_mul] at ht
      exact ht.mono_left nhdsWithin_le_nhds
  have hval : (1 / π) * (π / (2 * massFactor b d 0)) = 1 / (2 * massFactor b d 0) := by
    have := Real.pi_ne_zero
    field_simp
  rw [integral_lorentzian h0] at hlim
  rw [← hval]
  refine (hlim.const_mul (1 / π)).congr' ?_
  filter_upwards [self_mem_nhdsWithin] with e he
  exact (deficit_scaled b d hd he).symm
```

Migdal's statement concerns an interacting metal, whose excitations form a continuum reaching down to the Fermi level. A finite sum with nonzero \(d_j\) leaves a gap there, so the theorem describes the jump only for such a discrete self-energy. Within that restriction it bears on imaginary-time simulations: \(m(0)\) is one minus the slope of \(\mathrm{Im}\,\Sigma(iw)\) at \(w=0\), so the jump can be found without continuation to the real axis. A simulation at finite temperature gives \(\Sigma\) only at discrete nonzero frequencies, and the slope at \(w=0\) then has to be extrapolated from them.

## Bounds at finite distance

For any \(e>0\) the integrand lies between the Lorentzians of scale \(m(0)\) and \(1\). The auxiliary fact `anti` says that a larger scale gives a smaller integrand, and `integral_mono` carries both comparisons over to the integrals.

```lean
/-- For nonnegative weights, nonzero pole positions and any `e > 0`, the deficit lies between
`1 / (2 m(0))` and one half. -/
theorem deficit_bounds (b d : ι → ℝ) (hb : ∀ j, 0 ≤ b j) (hd : ∀ j, d j ≠ 0)
    {e : ℝ} (he : 0 < e) :
    1 / (2 * massFactor b d 0) ≤ deficit b d e ∧ deficit b d e ≤ 1 / 2 := by
  have hm := massFactor_continuous b d hd
  have h0 : 0 < massFactor b d 0 := by linarith [(massFactor_bounds b d hb hd 0).1]
  have anti : ∀ a c t : ℝ, 0 ≤ a → a ≤ c →
      (1 + (c * t) ^ 2)⁻¹ ≤ (1 + (a * t) ^ 2)⁻¹ := by
    intro a c t ha hac
    refine inv_anti₀ (by positivity) ?_
    rw [mul_pow, mul_pow]
    gcongr
  have hL : ∀ c : ℝ, 0 < c → Integrable fun t : ℝ => (1 + (c * t) ^ 2)⁻¹ := fun c hc =>
    integrable_inv_one_add_sq.comp_mul_left' hc.ne'
  have hup : ∀ t : ℝ, (1 + (massFactor b d (e * t) * t) ^ 2)⁻¹ ≤ (1 + (1 * t) ^ 2)⁻¹ :=
    fun t => anti _ _ t zero_le_one (massFactor_bounds b d hb hd (e * t)).1
  have hlow : ∀ t : ℝ, (1 + (massFactor b d 0 * t) ^ 2)⁻¹
      ≤ (1 + (massFactor b d (e * t) * t) ^ 2)⁻¹ := fun t =>
    anti _ _ t (by linarith [(massFactor_bounds b d hb hd (e * t)).1])
      (massFactor_bounds b d hb hd (e * t)).2
  have hK : Integrable fun t : ℝ => (1 + (massFactor b d (e * t) * t) ^ 2)⁻¹ := by
    refine (hL 1 one_pos).mono'
      (Continuous.inv₀ (by fun_prop) fun t => by positivity).aestronglyMeasurable
      (ae_of_all _ fun t => ?_)
    rw [Real.norm_of_nonneg (by positivity)]
    exact hup t
  -- compare with the Lorentzians of constant scale m(0) and 1
  have i1 := integral_mono (hL _ h0).integrableOn (hK.integrableOn (s := Ioi 0)) hlow
  have i2 := integral_mono (hK.integrableOn (s := Ioi 0)) (hL 1 one_pos).integrableOn hup
  rw [integral_lorentzian h0] at i1
  rw [integral_lorentzian one_pos] at i2
  have hpi := Real.pi_pos
  rw [deficit_scaled b d hd he]
  constructor
  · refine le_trans (le_of_eq ?_) (mul_le_mul_of_nonneg_left i1 (by positivity))
    field_simp
  · refine (mul_le_mul_of_nonneg_left i2 (by positivity)).trans (le_of_eq ?_)
    field_simp
```

## The pole weight

The last theorem identifies \(1/m(0)\) as the weight of the pole at zero energy when \(e=0\). The limit runs over complex \(z\neq0\) from all directions, written `𝓝[≠] 0`. The proof differentiates the self-energy at the origin in `hS`, obtains the slope \(m(0)\) of \(z-\Sigma(z)\) in `hD`, and inverts the difference quotient \((z-\Sigma(z))/z\), which gives \(zG(z)\).

```lean
/-- For nonnegative weights and nonzero pole positions, the Green's function of a level at the
Fermi level has a pole at zero energy of weight `Z = 1 / m(0)`. -/
theorem pole_weight (b d : ι → ℝ) (hb : ∀ j, 0 ≤ b j) (hd : ∀ j, d j ≠ 0) :
    Tendsto (fun z : ℂ => z * green b d 0 z) (𝓝[≠] 0)
      (𝓝 (1 / (massFactor b d 0 : ℂ))) := by
  have h0 : (massFactor b d 0 : ℂ) ≠ 0 := by
    have := (massFactor_bounds b d hb hd 0).1
    exact Complex.ofReal_ne_zero.mpr (by linarith)
  have hS0 : selfEnergy b d 0 = 0 := Finset.sum_eq_zero fun j _ => by ring
  have hS : HasDerivAt (selfEnergy b d) (∑ j, -((b j : ℂ) / (d j : ℂ) ^ 2)) 0 := by
    unfold selfEnergy
    refine HasDerivAt.fun_sum fun j _ => ?_
    have hj : (d j : ℂ) ≠ 0 := Complex.ofReal_ne_zero.mpr (hd j)
    have h1 := (hasDerivAt_const (0 : ℂ) (1 : ℂ)).fun_div
      ((hasDerivAt_id' (0 : ℂ)).sub_const (d j : ℂ)) (by simpa using hj)
    have h2 := (hasDerivAt_const (0 : ℂ) (1 : ℂ)).fun_div
      ((hasDerivAt_id' (0 : ℂ)).add_const (d j : ℂ)) (by simpa using hj)
    exact ((h1.fun_add h2).const_mul ((b j : ℂ) / 2)).congr_deriv (by ring)
  -- the inverse Green's function has slope m(0) at the Fermi level
  have hD : HasDerivAt (fun z : ℂ => z - selfEnergy b d z) (massFactor b d 0 : ℂ) 0 := by
    refine ((hasDerivAt_id' (0 : ℂ)).fun_sub hS).congr_deriv ?_
    simp [massFactor]
  have hs := (hasDerivAt_iff_tendsto_slope.mp hD).inv₀ h0
  rw [one_div]
  refine hs.congr fun z => ?_
  simp [slope_def_field, green, hS0, div_eq_mul_inv]

end

end MatsubaraMigdal
```

```lean
#print axioms MatsubaraMigdal.matsubara_rescaling
-- 'MatsubaraMigdal.matsubara_rescaling' depends on axioms: [propext, Classical.choice, Quot.sound]
#print axioms MatsubaraMigdal.deficit_tendsto
-- 'MatsubaraMigdal.deficit_tendsto' depends on axioms: [propext, Classical.choice, Quot.sound]
#print axioms MatsubaraMigdal.deficit_bounds
-- 'MatsubaraMigdal.deficit_bounds' depends on axioms: [propext, Classical.choice, Quot.sound]
#print axioms MatsubaraMigdal.pole_weight
-- 'MatsubaraMigdal.pole_weight' depends on axioms: [propext, Classical.choice, Quot.sound]
```
